# Where the eliminated block is invertible, the Löwdin-folded matrix in a non-orthogonal basis has a negative definite energy derivative

A molecule is described in a finite basis of overlapping atomic orbitals, and only some of them matter for the question at hand: the d orbitals of a metal centre, say, or the orbitals of a fragment. Call this set A and the remaining orbitals B. The levels \(E\) and coefficient vectors \(c\) satisfy \(Hc=ESc\), where \(H\) is the Hamiltonian matrix and \(S\) the overlap matrix. Solving the B rows for \(c_B\) and inserting the result into the A rows leaves an equation for \(c_A\) alone, but its matrix now depends on the energy, in general nonlinearly. How does that matrix change with energy?

```lean
import Mathlib

open Matrix Filter Topology
open scoped ComplexOrder

namespace LoewdinFolding

noncomputable section

variable {m n : Type*} [Fintype m] [Fintype n] [DecidableEq m] [DecidableEq n]
```

## The folded equation

For real \(e\) put \(K(e)=H-eS\), so that a level is an energy at which \(K(E)c=0\) has a nonzero solution.

```lean
/-- The matrix `K(e) = H - e S` of the generalised eigenvalue problem at real energy `e`. -/
def pencil (H S : Matrix (m ⊕ n) (m ⊕ n) ℂ) (e : ℝ) : Matrix (m ⊕ n) (m ⊕ n) ℂ :=
  H - (e : ℂ) • S
```

The B rows read \(K_{BA}c_A+K_{BB}c_B=0\). If \(K_{BB}\) is invertible, \(c_B=-K_{BB}^{-1}K_{BA}c_A\), and the A rows become \(F(E)c_A=0\) with

\[
F(e)=K_{AA}-K_{AB}K_{BB}^{-1}K_{BA}.
\]

```lean
/-- The folded matrix `K_AA - K_AB K_BB⁻¹ K_BA` on the space A, meant for energies at which
`K_BB` is invertible. -/
def folded (H S : Matrix (m ⊕ n) (m ⊕ n) ℂ) (e : ℝ) : Matrix m m ℂ :=
  (pencil H S e).toBlocks₁₁ -
    (pencil H S e).toBlocks₁₂ * (pencil H S e).toBlocks₂₂⁻¹ * (pencil H S e).toBlocks₂₁
```

This \(F\) is not the Fock matrix. It also contains the term \(-eS_{AA}\), so in an orthonormal basis Löwdin's effective Hamiltonian is \(F(e)+e\,1\).

The full vector is recovered from its A part as \(c=Wc_A\), where

\[
W(e)=\begin{pmatrix}1\\ -K_{BB}^{-1}K_{BA}\end{pmatrix}.
\]

```lean
/-- The matrix `W` that stacks `1` over `-K_BB⁻¹ K_BA`, meant for energies at which
`K_BB` is invertible. -/
def unfolding (H S : Matrix (m ⊕ n) (m ⊕ n) ℂ) (e : ℝ) : Matrix (m ⊕ n) m ℂ :=
  fromRows 1 (-((pencil H S e).toBlocks₂₂⁻¹ * (pencil H S e).toBlocks₂₁))
```

In the code `m` labels the orbitals of A and `n` those of B, so `m ⊕ n` labels the whole basis. `toBlocks₁₂` is the AB block, and the other blocks follow the same pattern. The matrix \(W\) is called `unfolding`. Invertibility of \(K_{BB}\) is written `IsUnit`; it says that \(e\) is not a level of the B orbitals taken alone.

## Block elimination

Multiplying out the blocks gives

\[
K W=\begin{pmatrix}K_{AA}-K_{AB}K_{BB}^{-1}K_{BA}\\ K_{BA}-K_{BB}K_{BB}^{-1}K_{BA}\end{pmatrix}=\begin{pmatrix}F\\0\end{pmatrix}.
\]

```lean
variable {H S : Matrix (m ⊕ n) (m ⊕ n) ℂ}

/-- Block elimination: if `K_BB` is invertible, `K W` has the folded matrix as its A block
and zero as its B block. -/
theorem pencil_mul_unfolding {e : ℝ} (he : IsUnit (pencil H S e).toBlocks₂₂) :
    pencil H S e * unfolding H S e = fromRows (folded H S e) (0 : Matrix n m ℂ) := by
  have hmul : ∀ (M : Matrix (m ⊕ n) (m ⊕ n) ℂ) (X : Matrix m m ℂ) (Y : Matrix n m ℂ),
      M * fromRows X Y = fromRows (M.toBlocks₁₁ * X + M.toBlocks₁₂ * Y)
        (M.toBlocks₂₁ * X + M.toBlocks₂₂ * Y) := by
    intro M X Y
    ext (i | i) j <;>
      simp [Matrix.mul_apply, Fintype.sum_sum_type, toBlocks₁₁, toBlocks₁₂, toBlocks₂₁,
        toBlocks₂₂]
  have hdet := (Matrix.isUnit_iff_isUnit_det _).1 he
  have hA : (pencil H S e).toBlocks₁₁ * (1 : Matrix m m ℂ) + (pencil H S e).toBlocks₁₂ *
      (-((pencil H S e).toBlocks₂₂⁻¹ * (pencil H S e).toBlocks₂₁)) = folded H S e := by
    rw [folded, Matrix.mul_one, Matrix.mul_neg, ← Matrix.mul_assoc, sub_eq_add_neg]
  have hB : (pencil H S e).toBlocks₂₁ * (1 : Matrix m m ℂ) + (pencil H S e).toBlocks₂₂ *
      (-((pencil H S e).toBlocks₂₂⁻¹ * (pencil H S e).toBlocks₂₁)) = 0 := by
    rw [Matrix.mul_one, Matrix.mul_neg, ← Matrix.mul_assoc, Matrix.mul_nonsing_inv _ hdet,
      Matrix.one_mul, add_neg_cancel]
  rw [unfolding, hmul, hA, hB]
```

Here `hmul` is the block multiplication rule, and `hA` and `hB` are the two rows. Only `hB` uses the invertibility.

Now take two energies. The adjoint \(W(e)^\dagger\) begins with an identity block, and its other block meets the zero in \(K(t)W(t)\). Hence

\[
W(e)^\dagger K(t)W(t)=F(t),
\]

for any energy \(e\) on the left at which \(W(e)\) is defined. The Lean theorem needs no condition on \(e\), because Lean sets the inverse of a singular matrix to zero and the proof uses only the identity block of \(W(e)\).

```lean
/-- If `K_BB(t)` is invertible, the folded matrix at `t` equals `W(e)ᴴ K(t) W(t)`, for any
energy `e` in the left factor. -/
theorem sandwich (e : ℝ) {t : ℝ} (ht : IsUnit (pencil H S t).toBlocks₂₂) :
    (unfolding H S e)ᴴ * pencil H S t * unfolding H S t = folded H S t := by
  have hrow : ∀ (X : Matrix m m ℂ) (Y : Matrix n m ℂ) (F : Matrix m m ℂ),
      (fromRows X Y)ᴴ * fromRows F (0 : Matrix n m ℂ) = Xᴴ * F := by
    intro X Y F
    ext i j
    simp [Matrix.mul_apply, Fintype.sum_sum_type]
  rw [Matrix.mul_assoc, pencil_mul_unfolding ht, unfolding, hrow, conjTranspose_one,
    Matrix.one_mul]
```

## An exact finite difference

Let \(H\) and \(S\) be Hermitian. Since \(e\) is real, \(K(e)\) is Hermitian, and so is \(F(e)=W(e)^\dagger K(e)W(e)\). Exchanging the two energies in the previous formula gives \(W(t)^\dagger K(e)W(e)=F(e)\), whose adjoint is

\[
W(e)^\dagger K(e)W(t)=F(e).
\]

Subtract this from \(W(e)^\dagger K(t)W(t)=F(t)\) and use \(K(t)-K(e)=(e-t)S\):

\[
F(t)-F(e)=(e-t)\,W(e)^\dagger S\,W(t).
\]

This holds for any two energies at which \(K_{BB}\) is invertible, however far apart.

```lean
/-- Exact finite-difference identity: for Hermitian `H` and `S` and two energies at which `K_BB`
is invertible, the folded matrices differ by `(e - t) W(e)ᴴ S W(t)`. -/
theorem folded_sub_folded (hH : H.IsHermitian) (hS : S.IsHermitian) {e t : ℝ}
    (he : IsUnit (pencil H S e).toBlocks₂₂) (ht : IsUnit (pencil H S t).toBlocks₂₂) :
    folded H S t - folded H S e =
      ((e - t : ℝ) : ℂ) • ((unfolding H S e)ᴴ * S * unfolding H S t) := by
  have hK : (pencil H S e)ᴴ = pencil H S e := by
    rw [pencil, conjTranspose_sub, conjTranspose_smul, hH.eq, hS.eq, Complex.star_def,
      Complex.conj_ofReal]
  have hF : (folded H S e)ᴴ = folded H S e := by
    rw [← sandwich e he, conjTranspose_mul, conjTranspose_mul, conjTranspose_conjTranspose, hK,
      Matrix.mul_assoc]
  -- the adjoint of the sandwich formula puts the factor `W(t)` on the right
  have h2 : (unfolding H S e)ᴴ * pencil H S e * unfolding H S t = folded H S e := by
    have h := congrArg conjTranspose (sandwich t he)
    rwa [conjTranspose_mul, conjTranspose_mul, conjTranspose_conjTranspose, hK, hF,
      ← Matrix.mul_assoc] at h
  have hd : pencil H S t - pencil H S e = ((e - t : ℝ) : ℂ) • S := by
    rw [pencil, pencil, Complex.ofReal_sub, sub_smul, sub_sub_sub_cancel_left]
  rw [← sandwich e ht, ← h2, ← Matrix.sub_mul, ← Matrix.mul_sub, hd, Matrix.mul_smul,
    Matrix.smul_mul]
```

The facts `hK` and `hF` are the two Hermiticity statements, `h2` is the adjoint formula and `hd` the difference of the two pencils. The last rewriting carries out the subtraction.

## Positivity from the overlap

The overlap matrix of linearly independent orbitals is positive definite. For a nonzero \(x\) on A and any lower block \(Y\),

\[
x^\dagger W^\dagger SWx=(Wx)^\dagger S(Wx)>0,\qquad Wx=\begin{pmatrix}x\\Yx\end{pmatrix}\neq0,
\]

because the upper part of \(Wx\) is \(x\) itself.

```lean
omit [DecidableEq n] in
/-- For positive definite `S`, the matrix `Wᴴ S W` is positive definite whenever `W` stacks
`1` over an arbitrary block `Y`. -/
theorem stacked_posDef (hS : S.PosDef) (Y : Matrix n m ℂ) :
    ((fromRows (1 : Matrix m m ℂ) Y)ᴴ * S * fromRows (1 : Matrix m m ℂ) Y).PosDef := by
  rw [posDef_iff_dotProduct_mulVec]
  refine ⟨isHermitian_conjTranspose_mul_mul _ hS.isHermitian, fun x hx => ?_⟩
  -- the upper block of `W x` is `x` itself
  have hWx : fromRows (1 : Matrix m m ℂ) Y *ᵥ x ≠ 0 := by
    intro h
    apply hx
    funext i
    have hi := congrFun h (Sum.inl i)
    simpa [fromRows_mulVec] using hi
  have hq : star x ⬝ᵥ ((fromRows (1 : Matrix m m ℂ) Y)ᴴ * S *
        fromRows (1 : Matrix m m ℂ) Y) *ᵥ x =
      star (fromRows (1 : Matrix m m ℂ) Y *ᵥ x) ⬝ᵥ S *ᵥ
        (fromRows (1 : Matrix m m ℂ) Y *ᵥ x) := by
    rw [star_mulVec, ← dotProduct_mulVec]
    simp only [mulVec_mulVec, Matrix.mul_assoc]
  rw [hq]
  exact hS.dotProduct_mulVec_pos hWx
```

`PosDef` includes Hermiticity, which is the first component of the proof. `hWx` shows that \(Wx\) is nonzero, and `hq` moves \(W\) from the matrix onto the vector.

## The limit

The determinant of \(K_{BB}(t)\) is continuous in \(t\), so if it is nonzero at \(e\) it stays nonzero nearby. By Cramer's rule the inverse is the adjugate divided by the determinant. Its entries are therefore continuous at \(e\), and so are the entries \(W_{kj}\).

```lean
omit [Fintype m] in
/-- Near an energy at which `K_BB` is invertible it stays invertible, and the entries of `W`
are continuous at that energy. -/
theorem unfolding_continuousAt {e : ℝ} (he : IsUnit (pencil H S e).toBlocks₂₂) :
    (∀ᶠ t in 𝓝 e, IsUnit (pencil H S t).toBlocks₂₂) ∧
      ∀ k j, ContinuousAt (fun t => unfolding H S t k j) e := by
  have hK : Continuous (fun t => pencil H S t) := by
    unfold pencil
    exact continuous_const.sub (Complex.continuous_ofReal.smul continuous_const)
  -- blocks of a continuous matrix function are continuous
  have hblock : ∀ M : ℝ → Matrix (m ⊕ n) (m ⊕ n) ℂ, Continuous M →
      Continuous (fun t => (M t).toBlocks₂₂) ∧
        ∀ l j, Continuous (fun t => (M t).toBlocks₂₁ l j) := by
    intro M hM
    exact ⟨continuous_matrix fun i j => hM.matrix_elem (Sum.inr i) (Sum.inr j),
      fun l j => hM.matrix_elem (Sum.inr l) (Sum.inl j)⟩
  obtain ⟨hB, hB'⟩ := hblock _ hK
  have hdet := ((Matrix.isUnit_iff_isUnit_det _).1 he).ne_zero
  refine ⟨(hB.matrix_det.continuousAt.eventually_ne hdet).mono fun t ht =>
    (Matrix.isUnit_iff_isUnit_det _).2 (isUnit_iff_ne_zero.2 ht), ?_⟩
  -- Cramer's rule gives continuity of the inverse
  have hinv : ∀ k l, ContinuousAt (fun t => (pencil H S t).toBlocks₂₂⁻¹ k l) e := by
    intro k l
    simp only [Matrix.inv_def, Ring.inverse_eq_inv', Matrix.smul_apply, smul_eq_mul]
    exact (hB.matrix_det.continuousAt.inv₀ hdet).mul
      (hB.matrix_adjugate.matrix_elem k l).continuousAt
  have hC : ∀ l j, ContinuousAt (fun t => (pencil H S t).toBlocks₂₁ l j) e :=
    fun l j => (hB' l j).continuousAt
  rintro (k | k) j
  · simp only [unfolding, fromRows_apply_inl]
    exact continuousAt_const
  · simp only [unfolding, fromRows_apply_inr, Matrix.neg_apply, Matrix.mul_apply]
    exact ContinuousAt.neg (tendsto_finsetSum _ fun l _ => (hinv k l).mul (hC l j))
```

For \(t\neq e\) close to \(e\), divide the finite difference by \(t-e\):

\[
\frac{F(t)-F(e)}{t-e}=-W(e)^\dagger S\,W(t)\;\longrightarrow\;-W(e)^\dagger S\,W(e)\qquad(t\to e).
\]

```lean
/-- For Hermitian `H`, positive definite `S` and a real energy at which `K_BB` is invertible, the
folded matrix has the energy derivative `-Wᴴ S W`, and `Wᴴ S W` is positive definite. -/
theorem folded_hasDerivAt (hH : H.IsHermitian) (hS : S.PosDef) {e : ℝ}
    (he : IsUnit (pencil H S e).toBlocks₂₂) :
    (∀ i j, HasDerivAt (fun t => folded H S t i j)
      ((-((unfolding H S e)ᴴ * S * unfolding H S e)) i j) e) ∧
    ((unfolding H S e)ᴴ * S * unfolding H S e).PosDef := by
  refine ⟨fun i j => ?_, by unfold unfolding; exact stacked_posDef hS _⟩
  obtain ⟨hev, hW⟩ := unfolding_continuousAt he
  have hc : ∀ P : Matrix m (m ⊕ n) ℂ,
      ContinuousAt (fun t => (-(P * unfolding H S t)) i j) e := by
    intro P
    simp only [Matrix.neg_apply, Matrix.mul_apply]
    exact ContinuousAt.neg (tendsto_finsetSum _ fun k _ => continuousAt_const.mul (hW k j))
  rw [hasDerivAt_iff_tendsto_slope]
  refine ((hc ((unfolding H S e)ᴴ * S)).tendsto.mono_left nhdsWithin_le_nhds).congr' ?_
  filter_upwards [hev.filter_mono nhdsWithin_le_nhds, self_mem_nhdsWithin] with t ht hne
  -- the difference quotient is known exactly
  have hte : t ≠ e := hne
  have hne' : (t : ℂ) - e ≠ 0 := sub_ne_zero.2 (by exact_mod_cast hte)
  have hs := congrFun (congrFun (folded_sub_folded hH hS.isHermitian he ht) i) j
  rw [Matrix.sub_apply, Matrix.smul_apply, smul_eq_mul] at hs
  simp only [slope, vsub_eq_sub]
  rw [hs, Complex.real_smul, Complex.ofReal_inv, Complex.ofReal_sub, Complex.ofReal_sub,
    show (e : ℂ) - t = -((t : ℂ) - e) by ring, neg_mul, mul_neg, inv_mul_cancel_left₀ hne',
    Matrix.neg_apply]
```

In words: let \(H\) be Hermitian, \(S\) positive definite and \(K_{BB}(e)\) invertible. Then every entry \(F_{ij}\) is differentiable at \(e\) with derivative \(-(W^\dagger SW)_{ij}\), and \(W^\dagger SW\) is positive definite. `HasDerivAt` carries both the differentiability and the value. The proof restates the derivative as a limit of slopes, and `filter_upwards` restricts attention to nearby \(t\neq e\), where the quotient is given by the identity above.

The theorem takes \(H\) and \(S\) as given finite matrices that do not depend on \(e\). Identifying them with a real molecule is a separate physical step; in a self-consistent Hartree–Fock or Kohn–Sham calculation it means holding the density matrix from which \(H\) is built fixed while \(e\) varies.

## Expectation values fall between poles

For a fixed nonzero \(x\) on A,

\[
\frac{d}{de}\,x^\dagger F(e)x=-(Wx)^\dagger S(Wx)<0 .
\]

On an interval where \(K_{BB}\) stays invertible, the mean value theorem turns this sign into strict decrease.

```lean
/-- For Hermitian `H` and positive definite `S`, the expectation value of the folded matrix with
a nonzero vector strictly decreases on any convex set of energies where `K_BB` is invertible. -/
theorem expectation_strictAntiOn (hH : H.IsHermitian) (hS : S.PosDef) {D : Set ℝ}
    (hD : Convex ℝ D) (hB : ∀ e ∈ D, IsUnit (pencil H S e).toBlocks₂₂)
    {x : m → ℂ} (hx : x ≠ 0) :
    StrictAntiOn (fun e => (star x ⬝ᵥ folded H S e *ᵥ x).re) D := by
  have hre' : ∀ (f : ℝ → ℂ) (f' : ℂ) (e : ℝ), HasDerivAt f f' e →
      HasDerivAt (fun t => (f t).re) f'.re e :=
    fun f f' e h => Complex.reCLM.hasFDerivAt.comp_hasDerivAt e h
  -- an expectation value is differentiated entry by entry
  have hquad : ∀ (F : ℝ → Matrix m m ℂ) (F' : Matrix m m ℂ) (e : ℝ),
      (∀ i j, HasDerivAt (fun t => F t i j) (F' i j) e) →
      HasDerivAt (fun t => star x ⬝ᵥ F t *ᵥ x) (star x ⬝ᵥ F' *ᵥ x) e := by
    intro F F' e h
    simp only [dotProduct, mulVec]
    exact HasDerivAt.fun_sum fun i _ =>
      (HasDerivAt.fun_sum fun j _ => (h i j).mul_const (x j)).const_mul (star x i)
  have hder : ∀ e ∈ D, HasDerivAt (fun t => (star x ⬝ᵥ folded H S t *ᵥ x).re)
      (star x ⬝ᵥ (-((unfolding H S e)ᴴ * S * unfolding H S e)) *ᵥ x).re e := by
    intro e he
    exact hre' _ _ e (hquad (folded H S) _ e (folded_hasDerivAt hH hS (hB e he)).1)
  refine strictAntiOn_of_deriv_neg hD
    (fun e he => (hder e he).continuousAt.continuousWithinAt) fun e he => ?_
  have heD := interior_subset he
  have hpos := (folded_hasDerivAt hH hS (hB e heD)).2.dotProduct_mulVec_pos hx
  have hre := (Complex.lt_def.1 hpos).1
  rw [(hder e heD).deriv, neg_mulVec, dotProduct_neg, Complex.neg_re]
  rw [Complex.zero_re] at hre
  exact neg_lt_zero.2 hre

end

end LoewdinFolding
```

```lean
#print axioms LoewdinFolding.folded_hasDerivAt
#print axioms LoewdinFolding.expectation_strictAntiOn
```

```
'LoewdinFolding.folded_hasDerivAt' depends on axioms: [propext, Classical.choice, Quot.sound]
'LoewdinFolding.expectation_strictAntiOn' depends on axioms: [propext, Classical.choice, Quot.sound]
```

A convex set of real energies, `Convex ℝ D`, is an interval, possibly empty or a single point. The code takes the real part `.re` because the expectation value has complex type, although its value is real on `D`. The vector \(x\) need not be normalised: dividing by \(x^\dagger S_{AA}x\), the squared norm of the orbital combination with coefficients \(x\), only brings in a fixed positive factor, so the quotient decreases as well. In the proof, `hquad` differentiates the double sum entry by entry, `hder` inserts the derivative of \(F\), and `strictAntiOn_of_deriv_neg` supplies the mean value argument.

## Two levels and a pole

Take one orbital in each set, with

\[
H=\begin{pmatrix}0&1\\1&0\end{pmatrix},\quad S=1,\qquad F(e)=-e+\frac1e,\quad W(e)=\begin{pmatrix}1\\1/e\end{pmatrix}.
\]

The block \(K_{BB}=-e\) is singular only at \(e=0\). On either side of this pole \(F\) decreases, yet \(F(-1)=0\) and \(F(1/2)=3/2\). Invertibility at every point of \(D\) is thus not enough for strict decrease when \(D\) is an arbitrary set of energies, such as \(\{-1,1/2\}\).

## The derivative in a level search

For a finite basis and a fixed one-electron Hamiltonian, the derivative supplies a Newton step that can be used in a search for levels. With a nonzero trial vector \(x\) on A held fixed during the step, the step towards a zero of \(x^\dagger F(e)x\) is

\[
e_{\text{new}}=e+\frac{x^\dagger F(e)x}{x^\dagger W^\dagger SWx}=\frac{(Wx)^\dagger H(Wx)}{(Wx)^\dagger S(Wx)} .
\]

The second form follows from \(F=W^\dagger(H-eS)W\): the new energy is the Rayleigh quotient of the unfolded vector. If A has more than one orbital, a zero of \(x^\dagger F(e)x\) for a fixed \(x\) need not be a level, so \(x\) must in general be updated between steps too, for instance to an eigenvector of \(F(e)\) whose eigenvalue is close to zero. In the two-level example with \(x=1\), starting from \(e=2\), the steps give \(4/5\) and then \(40/41\), approaching the level \(E=1\).

The same denominator normalises the result. Once \(F(E)c_A=0\) is solved with \(c_A\neq0\), the normalised full vector is \(Wc_A/\sqrt{c_A^\dagger W^\dagger SWc_A}\), which for the level \(E=1\) of the example, with \(c_A=1\), is \((1,1)/\sqrt2\).
